# Moving weight a from pair distance 1 and weight b from 4 to distance 2 lowers both mean repulsion and mean separation exactly when a/2 < b < 2a

## Pair distances, intracules and the Coulomb hole

Let $u$ be the distance between two electrons. The intracule is the probability distribution of $u$, and the Coulomb hole is the change of this distribution when an uncorrelated wave function, usually Hartree–Fock, is replaced by a correlated one. In atomic units the mean repulsion energy of a pair is $\langle 1/u\rangle$ and its mean separation is $\langle u\rangle$.

Correlation keeps electrons apart, so a lower $\langle 1/u\rangle$ is readily taken to mean a larger $\langle u\rangle$. Three pair distances are enough to show that this inference fails.

The distances are $u_0, u_1, u_2$ and their probabilities $p_0, p_1, p_2$, numbered from zero as in the code. Both are functions `Fin 3 → ℝ`, that is, triples of real numbers.

In Lean 4 with Mathlib:

```lean
import Mathlib

open Finset

namespace CoulombHole

noncomputable section
```

The probabilities satisfy
$$p_i \ge 0, \qquad p_0+p_1+p_2 = 1 .$$
The normalisation is to one pair. Intracules are often normalised to the number of electron pairs instead, which multiplies both means by that number. Each $p_i$ is a probability of a distance, so in a continuous distribution it corresponds to the radial density with the volume factor $4\pi u^2$ included.

```lean
/-- A discrete intracule: non-negative probabilities of three pair distances, with sum one. -/
def IsIntracule (p : Fin 3 → ℝ) : Prop :=
  (∀ i, 0 ≤ p i) ∧ ∑ i, p i = 1
```

The mean repulsion is
$$\langle 1/u\rangle = \frac{p_0}{u_0}+\frac{p_1}{u_1}+\frac{p_2}{u_2}.$$
The general theorems about it assume positive distances, which excludes the coalescence point $u=0$.

```lean
/-- The mean repulsion `⟨1/u⟩` of weights `p` on non-zero pair distances `u`. -/
def repulsion (u p : Fin 3 → ℝ) : ℝ := ∑ i, p i / u i
```

The mean separation is
$$\langle u\rangle = p_0u_0+p_1u_1+p_2u_2 .$$

```lean
/-- The mean separation `⟨u⟩` of weights `p` on pair distances `u`. -/
def separation (u p : Fin 3 → ℝ) : ℝ := ∑ i, p i * u i
```

## A hole at short and at long range

The model Coulomb hole removes probability $a$ at the first distance and $b$ at the third, and adds both at the second:
$$(p_0,\,p_1,\,p_2)\;\longmapsto\;(p_0-a,\;p_1+a+b,\;p_2-b).$$
The weight $a$ stands for close encounters that the electrons avoid. The weight $b$ stands for a loss of very distant pairs, as happens when the correlated pair distribution has a weaker outer tail.

The name `correlate` refers to this prescribed transfer only. No wave function is solved for, and that the Coulomb hole of a given atom or molecule has this shape is the step from the model to a real system that has to be established separately.

```lean
/-- The model transfer: weight `a` moves from the first distance and weight `b` from the third
distance to the second. -/
def correlate (a b : ℝ) (p : Fin 3 → ℝ) : Fin 3 → ℝ :=
  ![p 0 - a, p 1 + a + b, p 2 - b]
```

The numerical case has $u_0=1$, $u_1=2$, $u_2=4$. The unit of length is free, because rescaling all distances changes neither comparison.

```lean
/-- The pair distances 1, 2 and 4. -/
def dist124 : Fin 3 → ℝ := ![1, 2, 4]
```

The transferred weights must be available. For $a,b\ge 0$ the new middle probability $p_1+a+b$ is non-negative, and the sum is unchanged:
$$(p_0-a)+(p_1+a+b)+(p_2-b)=p_0+p_1+p_2=1 .$$
What remains is $p_0-a\ge0$ and $p_2-b\ge0$. The result is therefore an intracule exactly when $a\le p_0$ and $b\le p_2$.

In the proof, the forward direction reads off the first and third probabilities of the new distribution. The backward direction checks the three signs one by one and then the sum.

```lean
/-- Moving non-negative weights `a` and `b` turns an intracule into an intracule exactly when
neither exceeds the probability from which it is taken. -/
theorem isIntracule_correlate_iff {p : Fin 3 → ℝ} {a b : ℝ} (hp : IsIntracule p)
    (ha : 0 ≤ a) (hb : 0 ≤ b) :
    IsIntracule (correlate a b p) ↔ a ≤ p 0 ∧ b ≤ p 2 := by
  constructor
  · intro h
    have h0 : 0 ≤ p 0 - a := h.1 0
    have h2 : 0 ≤ p 2 - b := h.1 2
    exact ⟨by linarith, by linarith⟩
  · rintro ⟨h0, h2⟩
    have h1 := hp.1 1
    have hs := hp.2
    rw [Fin.sum_univ_three] at hs
    refine ⟨fun i => ?_, ?_⟩
    · fin_cases i
      · show 0 ≤ p 0 - a
        linarith
      · show 0 ≤ p 1 + a + b
        linarith
      · show 0 ≤ p 2 - b
        linarith
    · rw [Fin.sum_univ_three]
      show p 0 - a + (p 1 + a + b) + (p 2 - b) = 1
      linarith
```

## How the two means change

Only the transferred weights contribute to the change of the mean repulsion:
$$\Delta\langle 1/u\rangle=-\frac{a}{u_0}+\frac{a+b}{u_1}-\frac{b}{u_2}
=-a\,\frac{u_1-u_0}{u_0u_1}+b\,\frac{u_2-u_1}{u_1u_2}.$$
Over the common denominator this is
$$\Delta\langle 1/u\rangle=\frac{u_0\,b\,(u_2-u_1)-u_2\,a\,(u_1-u_0)}{u_0u_1u_2}.$$
The original probabilities $p_i$ have dropped out.

The proof multiplies through by $u_0u_1u_2$. The facts `e0`, `e1` and `e2` say that $u_i\cdot(1/u_i)=1$, and `linear_combination` adds them with the coefficients that cancel every reciprocal.

```lean
/-- The change of the mean repulsion under the transfer, for positive pair distances. -/
theorem repulsion_change {u : Fin 3 → ℝ} (hu : ∀ i, 0 < u i) (p : Fin 3 → ℝ) (a b : ℝ) :
    repulsion u (correlate a b p) - repulsion u p =
      (u 0 * (b * (u 2 - u 1)) - u 2 * (a * (u 1 - u 0))) / (u 0 * u 1 * u 2) := by
  have e0 := mul_one_div_cancel (hu 0).ne'
  have e1 := mul_one_div_cancel (hu 1).ne'
  have e2 := mul_one_div_cancel (hu 2).ne'
  have hD : u 0 * u 1 * u 2 ≠ 0 := (mul_pos (mul_pos (hu 0) (hu 1)) (hu 2)).ne'
  rw [eq_div_iff hD]
  simp only [repulsion, Fin.sum_univ_three]
  show ((p 0 - a) / u 0 + (p 1 + a + b) / u 1 + (p 2 - b) / u 2
    - (p 0 / u 0 + p 1 / u 1 + p 2 / u 2)) * (u 0 * u 1 * u 2) = _
  -- each reciprocal distance cancels against its own factor
  linear_combination (b * u 0 * u 2 + a * u 0 * u 2) * e1 - b * u 0 * u 1 * e2
    - a * u 1 * u 2 * e0
```

For the mean separation,
$$\Delta\langle u\rangle=-a\,u_0+(a+b)\,u_1-b\,u_2=a\,(u_1-u_0)-b\,(u_2-u_1).$$
The first term is the gain from pairs pushed outwards, the second the loss from pairs drawn inwards. This is a polynomial identity, which `ring` settles once the sums are written out.

```lean
/-- The change of the mean separation under the transfer. -/
theorem separation_change (u p : Fin 3 → ℝ) (a b : ℝ) :
    separation u (correlate a b p) - separation u p =
      a * (u 1 - u 0) - b * (u 2 - u 1) := by
  simp only [separation, Fin.sum_univ_three]
  show (p 0 - a) * u 0 + (p 1 + a + b) * u 1 + (p 2 - b) * u 2
    - (p 0 * u 0 + p 1 * u 1 + p 2 * u 2) = _
  ring
```

Since $u_0u_1u_2>0$, the sign of $\Delta\langle 1/u\rangle$ is the sign of its numerator. Both means therefore decrease exactly when
$$u_0\,b\,(u_2-u_1)<u_2\,a\,(u_1-u_0)\quad\text{and}\quad a\,(u_1-u_0)<b\,(u_2-u_1).$$
For $u_0<u_1<u_2$ and $a>0$ the two conditions combine into
$$1<\frac{b\,(u_2-u_1)}{a\,(u_1-u_0)}<\frac{u_2}{u_0}.$$
The inward displacement has to outweigh the outward one, but by less than the factor $u_2/u_0$, because repulsion is less sensitive to displacements at large distance.

The proof treats the two conditions separately. The first follows from the formula for the repulsion change and the positive denominator, the second from the formula for the separation change.

```lean
/-- For positive pair distances, mean repulsion and mean separation both decrease exactly when
the two transferred weights satisfy the two stated inequalities. -/
theorem both_decrease_iff {u : Fin 3 → ℝ} (hu : ∀ i, 0 < u i) (p : Fin 3 → ℝ) (a b : ℝ) :
    (repulsion u (correlate a b p) < repulsion u p ∧
      separation u (correlate a b p) < separation u p) ↔
    (u 0 * (b * (u 2 - u 1)) < u 2 * (a * (u 1 - u 0)) ∧
      a * (u 1 - u 0) < b * (u 2 - u 1)) := by
  have hD : 0 < u 0 * u 1 * u 2 := mul_pos (mul_pos (hu 0) (hu 1)) (hu 2)
  have hs := separation_change u p a b
  refine and_congr ?_ ?_
  · exact sub_lt_zero.symm.trans
      (by rw [repulsion_change hu, div_lt_iff₀ hD, zero_mul, sub_lt_zero])
  · constructor <;> intro h <;> linarith
```

## The window for distances 1, 2 and 4

With $u_0=1$, $u_1=2$, $u_2=4$ the changes are
$$\Delta\langle 1/u\rangle=\frac{2b-4a}{8}=\frac{b-2a}{4},\qquad \Delta\langle u\rangle=a-2b .$$
The repulsion falls when $b<2a$ and the separation falls when $a/2<b$. Together they give
$$\frac a2<b<2a .$$

The theorem states this equivalence for all real $a$ and $b$ and any weights $p$. Positivity of $a$ and $b$ need not be assumed: the window implies $a/2<2a$, hence $a>0$, and then $b>a/2>0$. If $p$ is an intracule and $a$, $b$ lie in the window, the outcome is again an intracule exactly when the earlier conditions $a\le p_0$ and $b\le p_2$ hold.

The limiting cases show what each bound does. For $b=0$ and $a>0$, pairs only move from distance 1 to distance 2, and the familiar picture holds: repulsion falls and separation grows. At $b=a/2$ with $a>0$, the mean separation is unchanged while the repulsion still falls; the distribution has contracted about a fixed mean, and $1/u$ is convex. At $b=2a$ with $a>0$, the repulsion is unchanged and the separation falls.

In the proof, the three distances are inserted into the general criterion, and `linarith` converts between the two pairs of linear inequalities.

```lean
/-- On the pair distances 1, 2, 4, moving weight `a` from 1 to 2 and weight `b` from 4 to 2
lowers both the mean repulsion and the mean separation if and only if `a/2 < b < 2a`. -/
theorem both_decrease_iff_124 (p : Fin 3 → ℝ) (a b : ℝ) :
    (repulsion dist124 (correlate a b p) < repulsion dist124 p ∧
      separation dist124 (correlate a b p) < separation dist124 p) ↔
    (a / 2 < b ∧ b < 2 * a) := by
  have d0 : dist124 0 = 1 := rfl
  have d1 : dist124 1 = 2 := rfl
  have d2 : dist124 2 = 4 := rfl
  have hu : ∀ i, 0 < dist124 i := by
    intro i
    fin_cases i <;> simp [dist124]
  rw [both_decrease_iff hu, d0, d1, d2]
  constructor <;> rintro ⟨h1, h2⟩ <;> constructor <;> linarith
```

## Equal probabilities as a numerical case

Start from $p=(\tfrac13,\tfrac13,\tfrac13)$ and take $a=b=\tfrac16$, which lies inside the window. The new distribution is $(\tfrac16,\tfrac23,\tfrac16)$. The mean repulsion goes from
$$\tfrac13\left(1+\tfrac12+\tfrac14\right)=\tfrac7{12}=\tfrac{14}{24}\quad\text{to}\quad \tfrac16+\tfrac13+\tfrac1{24}=\tfrac{13}{24},$$
and the mean separation from
$$\tfrac13(1+2+4)=\tfrac73=\tfrac{14}6\quad\text{to}\quad \tfrac16+\tfrac43+\tfrac46=\tfrac{13}6 .$$
The electrons repel each other less and are closer together on average.

The theorem records that both distributions are intracules, together with the four values. The first part uses the criterion for available weights, and the values are evaluated by `norm_num`.

```lean
/-- Start from equal probabilities of the distances 1, 2, 4 and move 1/6 from each outer distance
to the middle one: the result is an intracule, the mean repulsion goes from 7/12 to 13/24, and
the mean separation goes from 7/3 to 13/6. -/
theorem uniform_counterexample :
    IsIntracule (fun _ => 1 / 3) ∧ IsIntracule (correlate (1 / 6) (1 / 6) (fun _ => 1 / 3)) ∧
    repulsion dist124 (fun _ => 1 / 3) = 7 / 12 ∧
    repulsion dist124 (correlate (1 / 6) (1 / 6) (fun _ => 1 / 3)) = 13 / 24 ∧
    separation dist124 (fun _ => 1 / 3) = 7 / 3 ∧
    separation dist124 (correlate (1 / 6) (1 / 6) (fun _ => 1 / 3)) = 13 / 6 := by
  have hp : IsIntracule (fun _ => 1 / 3) :=
    ⟨fun _ => by norm_num, by rw [Fin.sum_univ_three]; norm_num⟩
  refine ⟨hp, (isIntracule_correlate_iff hp (by norm_num) (by norm_num)).2
    ⟨by norm_num, by norm_num⟩, ?_, ?_, ?_, ?_⟩
  · simp only [repulsion, Fin.sum_univ_three]
    show (1 / 3 : ℝ) / 1 + 1 / 3 / 2 + 1 / 3 / 4 = 7 / 12
    norm_num
  · simp only [repulsion, Fin.sum_univ_three]
    show (1 / 3 - 1 / 6 : ℝ) / 1 + (1 / 3 + 1 / 6 + 1 / 6) / 2 + (1 / 3 - 1 / 6) / 4 = 13 / 24
    norm_num
  · simp only [separation, Fin.sum_univ_three]
    show (1 / 3 : ℝ) * 1 + 1 / 3 * 2 + 1 / 3 * 4 = 7 / 3
    norm_num
  · simp only [separation, Fin.sum_univ_three]
    show (1 / 3 - 1 / 6 : ℝ) * 1 + (1 / 3 + 1 / 6 + 1 / 6) * 2 + (1 / 3 - 1 / 6) * 4 = 13 / 6
    norm_num
```

In an electronic-structure calculation the same comparison is made with two radial intracules $P_{\mathrm{HF}}(u)$ and $P_{\mathrm{corr}}(u)$, computed from the pair densities of the Hartree–Fock and the correlated wave function. The difference $\Delta P(u)=P_{\mathrm{corr}}(u)-P_{\mathrm{HF}}(u)$ is the Coulomb hole, and
$$\Delta\langle 1/u\rangle=\int_0^\infty\frac{\Delta P(u)}{u}\,du,\qquad \Delta\langle u\rangle=\int_0^\infty u\,\Delta P(u)\,du .$$
The first integral weights the short-range part of the curve most heavily, the second the long-range part. If $\Delta P$ is negative at both ends and positive between them, $a$ and $b$ correspond to the areas of the two negative regions. The three-distance model shows that for a curve of this kind a negative first integral does not settle the sign of the second.

## Any three increasing distances

The effect is not special to 1, 2 and 4. Let $0<u_0<u_1<u_2$, and let both outer distances have non-zero probability. Choose
$$a=2e\,u_0(u_2-u_1),\qquad b=e\,(u_1-u_0)(u_0+u_2)$$
with a scale $e>0$. The ratio that has to lie between $1$ and $u_2/u_0$ is then
$$\frac{b\,(u_2-u_1)}{a\,(u_1-u_0)}=\frac{u_0+u_2}{2u_0}=\frac12\left(1+\frac{u_2}{u_0}\right),$$
the midpoint of its allowed interval. A small enough $e$ ensures $a\le p_0$ and $b\le p_2$.

With $K=e\,(u_1-u_0)(u_2-u_1)(u_2-u_0)>0$, the two inequalities of the general criterion hold with margins
$$u_2\,a\,(u_1-u_0)-u_0\,b\,(u_2-u_1)=u_0K,\qquad b\,(u_2-u_1)-a\,(u_1-u_0)=K .$$

The proof takes for $e$ the smaller of the two values at which one of the outer probabilities would be used up. The facts `hk0` and `hk` state that $u_0K$ and $K$ are positive, and `nlinarith` obtains the two inequalities from them.

```lean
/-- For any three increasing positive distances and any intracule with non-zero probability at
both outer ones, some transfer of positive weights to the middle distance gives an intracule with
smaller mean repulsion and smaller mean separation. -/
theorem exists_both_decrease {u p : Fin 3 → ℝ} (h0 : 0 < u 0) (h01 : u 0 < u 1)
    (h12 : u 1 < u 2) (hp : IsIntracule p) (hp0 : 0 < p 0) (hp2 : 0 < p 2) :
    ∃ a b, 0 < a ∧ 0 < b ∧ IsIntracule (correlate a b p) ∧
      repulsion u (correlate a b p) < repulsion u p ∧
      separation u (correlate a b p) < separation u p := by
  have hu : ∀ i, 0 < u i := by
    intro i
    fin_cases i
    exacts [h0, h0.trans h01, (h0.trans h01).trans h12]
  have hA : 0 < u 1 - u 0 := sub_pos.2 h01
  have hB : 0 < u 2 - u 1 := sub_pos.2 h12
  have hC : 0 < u 2 - u 0 := sub_pos.2 (h01.trans h12)
  have hX : 0 < 2 * u 0 * (u 2 - u 1) := mul_pos (mul_pos two_pos h0) hB
  have hY : 0 < (u 1 - u 0) * (u 0 + u 2) := mul_pos hA (add_pos h0 (hu 2))
  -- a common scale small enough for the available probabilities
  obtain ⟨e, he, hea, heb⟩ : ∃ e : ℝ, 0 < e ∧ e * (2 * u 0 * (u 2 - u 1)) ≤ p 0 ∧
      e * ((u 1 - u 0) * (u 0 + u 2)) ≤ p 2 :=
    ⟨min (p 0 / (2 * u 0 * (u 2 - u 1))) (p 2 / ((u 1 - u 0) * (u 0 + u 2))),
      lt_min (div_pos hp0 hX) (div_pos hp2 hY),
      (le_div_iff₀ hX).1 (min_le_left _ _), (le_div_iff₀ hY).1 (min_le_right _ _)⟩
  have hk : 0 < e * (u 1 - u 0) * (u 2 - u 1) * (u 2 - u 0) :=
    mul_pos (mul_pos (mul_pos he hA) hB) hC
  have hk0 := mul_pos h0 hk
  refine ⟨_, _, mul_pos he hX, mul_pos he hY,
    (isIntracule_correlate_iff hp (mul_pos he hX).le (mul_pos he hY).le).2 ⟨hea, heb⟩,
    (both_decrease_iff hu p _ _).2 ⟨?_, ?_⟩⟩
  · nlinarith [hk0]
  · nlinarith [hk]
```

## This transfer never raises both means

The opposite combination does not occur when $a\ge0$ and $0<u_0\le u_1\le u_2$. Suppose both means rose. The formulas for the changes would give
$$u_0\,b\,(u_2-u_1)>u_2\,a\,(u_1-u_0),\qquad a\,(u_1-u_0)>b\,(u_2-u_1).$$
Multiplying the second inequality by $u_0>0$ and combining it with the first yields
$$u_0\,a\,(u_1-u_0)>u_2\,a\,(u_1-u_0),\quad\text{that is}\quad (u_2-u_0)\,a\,(u_1-u_0)<0 .$$
All three factors are non-negative, which is a contradiction. Distances may coincide here; if all three are equal, neither mean changes at all. The sign of $b$ plays no role.

In the proof, `k1` is the second inequality multiplied by $u_0$, `k2` is the non-negative product, and `nlinarith` combines them with the first inequality, `hr'`.

```lean
/-- For ordered positive distances and a non-negative weight `a` taken from the shortest one, the
transfer never raises both the mean repulsion and the mean separation. -/
theorem not_both_increase {u : Fin 3 → ℝ} (h0 : 0 < u 0) (h01 : u 0 ≤ u 1)
    (h12 : u 1 ≤ u 2) (p : Fin 3 → ℝ) {a : ℝ} (ha : 0 ≤ a) (b : ℝ) :
    ¬ (repulsion u p < repulsion u (correlate a b p) ∧
      separation u p < separation u (correlate a b p)) := by
  rintro ⟨hr, hs⟩
  have h1 : 0 < u 1 := h0.trans_le h01
  have h2 : 0 < u 2 := h1.trans_le h12
  have hu : ∀ i, 0 < u i := by
    intro i
    fin_cases i
    exacts [h0, h1, h2]
  have hr' := sub_pos.2 hr
  have hs' := sub_pos.2 hs
  rw [repulsion_change hu, div_pos_iff_of_pos_right (mul_pos (mul_pos h0 h1) h2)] at hr'
  rw [separation_change] at hs'
  -- the two requirements on the weights contradict each other
  have k1 := mul_pos h0 hs'
  have k2 : 0 ≤ (u 2 - u 0) * (a * (u 1 - u 0)) :=
    mul_nonneg (sub_nonneg.2 (h01.trans h12)) (mul_nonneg ha (sub_nonneg.2 h01))
  nlinarith [k1, k2, hr']

end

end CoulombHole
```

```lean
#print axioms CoulombHole.both_decrease_iff_124
#print axioms CoulombHole.uniform_counterexample
#print axioms CoulombHole.exists_both_decrease
#print axioms CoulombHole.not_both_increase
```

```
'CoulombHole.both_decrease_iff_124' depends on axioms: [propext, Classical.choice, Quot.sound]
'CoulombHole.uniform_counterexample' depends on axioms: [propext, Classical.choice, Quot.sound]
'CoulombHole.exists_both_decrease' depends on axioms: [propext, Classical.choice, Quot.sound]
'CoulombHole.not_both_increase' depends on axioms: [propext, Classical.choice, Quot.sound]
```
